# An equal charge shift corrects all fragments only when their raw errors per atom agree

Spreading the missing total charge equally over all atoms removes from each fragment a share of the total raw error proportional to its atom count. For two non-empty fragments, the charge error left on either one vanishes exactly when their raw errors per atom agree.

The problem arises when a neural model predicts atomic charges for well-separated molecules or ions. Even with the right overall charge, a wrongly charged fragment produces a spurious long-range Coulomb field in a simulation; the results here concern only the charge sums, for given predictions.

## Atoms, fragments and errors

Atoms $i$ form a finite type `ι`, and fragments $k$ are labelled by `κ`.

```lean
import Mathlib

open Finset

namespace FragmentChargeShift

noncomputable section

variable {ι κ : Type*} [Fintype ι] [DecidableEq κ]
```

The map `frag` puts each atom in exactly one fragment. Write $N_k$ for the number of atoms in fragment $k$ and $N$ for the number in the system.

```lean
/-- The number of atoms in fragment `k`, where `frag` assigns each atom to its fragment. -/
def atomCount (frag : ι → κ) (k : κ) : ℕ :=
  (Finset.univ.filter (fun i => frag i = k)).card
```

For real atomic charges $q_i$, in any fixed unit, the fragment charge is $\sum_{i\in k}q_i$.

```lean
/-- The total charge carried by the atoms of fragment `k`. -/
def fragCharge (frag : ι → κ) (q : ι → ℝ) (k : κ) : ℝ :=
  ∑ i ∈ Finset.univ.filter (fun i => frag i = k), q i
```

Each fragment has an exact charge $Q_k$, an arbitrary real number, so ions are allowed. The raw error is $d_k=\sum_{i\in k}q_i-Q_k$. Lean uses `fragError` for both raw and corrected errors; the charges supplied to it tell them apart.

```lean
/-- The charge error of fragment `k`: its charge under `q` minus its exact charge `Q k`. -/
def fragError (frag : ι → κ) (Q : κ → ℝ) (q : ι → ℝ) (k : κ) : ℝ :=
  fragCharge frag q k - Q k
```

With prescribed total $Q_{\rm tot}$, the corrected charges are $\tilde q_i=q_i+s$, where $s=(Q_{\rm tot}-\sum_j q_j)/N$.

```lean
/-- The equal-shift correction: the missing total charge is spread evenly over all atoms.
It is meant for systems with at least one atom. -/
def equalShift (q : ι → ℝ) (Qtot : ℝ) (i : ι) : ℝ :=
  q i + (Qtot - ∑ j, q j) / (Fintype.card ι : ℝ)
```

From part (d) on, $Q_{\rm tot}=\sum_l Q_l$, and $\tilde d_k$ denotes the corrected error. No geometry enters: that separated fragments have definite charges $Q_k$ is the physical assumption linking the model to a real system.

## (a) Restoring the total

For $N\ge1$, show that
$$\sum_i\tilde q_i=Q_{\rm tot}.$$

**Solution.** The sum is $\sum_i q_i+Ns=\sum_i q_i+(Q_{\rm tot}-\sum_j q_j)=Q_{\rm tot}$. In Lean, `field_simp` cancels $N$ and `linear_combination` finishes the sum.

```lean
/-- In a system with at least one atom, the equally shifted charges add up to the
prescribed total charge. -/
theorem sum_equalShift [Nonempty ι] (q : ι → ℝ) (Qtot : ℝ) :
    ∑ i, equalShift q Qtot i = Qtot := by
  have hc : (Fintype.card ι : ℝ) ≠ 0 := Nat.cast_ne_zero.mpr Fintype.card_ne_zero
  have e : (Fintype.card ι : ℝ) * ((Qtot - ∑ j, q j) / (Fintype.card ι : ℝ))
      = Qtot - ∑ j, q j := by
    field_simp
  simp only [equalShift, Finset.sum_add_distrib, Finset.sum_const, nsmul_eq_mul,
    Finset.card_univ]
  linear_combination e
```

## (b) The smallest correction

For $N\ge1$ and any charges $q'_i$ with total $Q_{\rm tot}$, show that
$$\sum_i(q'_i-q_i)^2=\sum_i(\tilde q_i-q_i)^2+\sum_i(q'_i-\tilde q_i)^2.$$

**Solution.** Write $q'_i-q_i=s+(q'_i-\tilde q_i)$ and square. The cross terms add up to $2s\sum_i(q'_i-\tilde q_i)=0$, because both charge sets have the same total; this is `hz`. The last sum in the identity is non-negative, so the equal shift is the least-squares correction.

```lean
/-- For any charges `q'` with the prescribed total, the squared distance from the raw charges
is that of the equal shift plus the squared distance between `q'` and the equal shift. -/
theorem equalShift_pythagoras [Nonempty ι] (q q' : ι → ℝ) (Qtot : ℝ)
    (hq' : ∑ i, q' i = Qtot) :
    ∑ i, (q' i - q i) ^ 2 =
      ∑ i, (equalShift q Qtot i - q i) ^ 2 + ∑ i, (q' i - equalShift q Qtot i) ^ 2 := by
  -- both charge sets have the same total, so their difference sums to zero
  have hz : ∑ i, (q' i - equalShift q Qtot i) = 0 := by
    rw [Finset.sum_sub_distrib, hq', sum_equalShift, sub_self]
  have hs : ∑ i, (q' i - q i) ^ 2 =
      ∑ i, ((equalShift q Qtot i - q i) ^ 2 + (q' i - equalShift q Qtot i) ^ 2
        + 2 * ((Qtot - ∑ j, q j) / (Fintype.card ι : ℝ))
          * (q' i - equalShift q Qtot i)) := by
    apply Finset.sum_congr rfl
    intro i _
    unfold equalShift
    ring
  -- the cross term is a constant times that vanishing sum
  rw [hs, Finset.sum_add_distrib, Finset.sum_add_distrib, ← Finset.mul_sum, hz,
    mul_zero, add_zero]
```

## (c) Counting atoms by fragment

Show that
$$\sum_k N_k=N.$$

**Solution.** Each atom has one label, so it contributes 1 to exactly one $N_k$. Lean sums the constant function 1 over the fragments.

```lean
/-- The atom counts of the fragments add up to the number of atoms in the system. -/
theorem sum_atomCount [Fintype κ] (frag : ι → κ) :
    ∑ k, (atomCount frag k : ℝ) = (Fintype.card ι : ℝ) := by
  have h := Finset.sum_fiberwise Finset.univ frag (fun _ => (1 : ℝ))
  simp only [Finset.sum_const, nsmul_eq_mul, mul_one, Finset.card_univ] at h
  exact h
```

## (d) The error left on any fragment

Show that
$$\tilde d_k=d_k-\frac{N_k}{N}\sum_l d_l.$$

**Solution.** Summing the raw errors gives $\sum_l d_l=\sum_i q_i-\sum_l Q_l=-Ns$ (`h`). The shift adds $N_k s$ to fragment $k$ (`hk`), so $\tilde d_k=d_k+N_k s$, which is the claim. With no atoms, Lean's convention $x/0=0$ makes both sides $-Q_k$.

```lean
/-- For any number of fragments, the equal shift removes from each fragment a share of the
total raw error proportional to its number of atoms. -/
theorem fragError_equalShift [Fintype κ] (frag : ι → κ) (Q : κ → ℝ) (q : ι → ℝ) (k : κ) :
    fragError frag Q (equalShift q (∑ l, Q l)) k =
      fragError frag Q q k
        - (atomCount frag k : ℝ) / (Fintype.card ι : ℝ) * ∑ l, fragError frag Q q l := by
  -- the fragment errors add up to the error of the total charge
  have h : ∑ l, fragError frag Q q l = ∑ i, q i - ∑ l, Q l := by
    simp only [fragError, fragCharge, Finset.sum_sub_distrib]
    rw [Finset.sum_fiberwise]
  have hk : fragCharge frag (equalShift q (∑ l, Q l)) k = fragCharge frag q k
      + (atomCount frag k : ℝ) * ((∑ l, Q l - ∑ j, q j) / (Fintype.card ι : ℝ)) := by
    simp only [fragCharge, equalShift, atomCount, Finset.sum_add_distrib,
      Finset.sum_const, nsmul_eq_mul]
  rw [h]
  unfold fragError
  rw [hk]
  ring
```

## (e) Two fragments

Let A (label 0) and B (label 1) be non-empty. Show that
$$\tilde d_A=\frac{N_Bd_A-N_Ad_B}{N_A+N_B},\qquad \tilde d_A=0\iff\frac{d_A}{N_A}=\frac{d_B}{N_B}.$$

**Solution.** By (c) and (d),
$$\tilde d_A=d_A-\frac{N_A(d_A+d_B)}{N_A+N_B}=\frac{N_Bd_A-N_Ad_B}{N_A+N_B}.$$
This vanishes exactly when $N_Bd_A=N_Ad_B$; divide by $N_AN_B>0$. Lean proves the formula as `key`, then cross-multiplies the ratios with `div_eq_div_iff`.

```lean
/-- For two non-empty fragments A (label 0) and B (label 1) with raw errors `d_A`, `d_B`, the
equal shift leaves A with error `(N_B d_A - N_A d_B) / (N_A + N_B)`, which is zero exactly
when the raw errors per atom agree. -/
theorem two_fragment_error (frag : ι → Fin 2) (Q : Fin 2 → ℝ) (q : ι → ℝ)
    (hA : 0 < atomCount frag 0) (hB : 0 < atomCount frag 1) :
    fragError frag Q (equalShift q (∑ l, Q l)) 0 =
        ((atomCount frag 1 : ℝ) * fragError frag Q q 0
          - (atomCount frag 0 : ℝ) * fragError frag Q q 1)
          / ((atomCount frag 0 : ℝ) + (atomCount frag 1 : ℝ)) ∧
      (fragError frag Q (equalShift q (∑ l, Q l)) 0 = 0 ↔
        fragError frag Q q 0 / (atomCount frag 0 : ℝ)
          = fragError frag Q q 1 / (atomCount frag 1 : ℝ)) := by
  have hA' : (0 : ℝ) < (atomCount frag 0 : ℝ) := Nat.cast_pos.mpr hA
  have hB' : (0 : ℝ) < (atomCount frag 1 : ℝ) := Nat.cast_pos.mpr hB
  have hne : (atomCount frag 0 : ℝ) + (atomCount frag 1 : ℝ) ≠ 0 := (add_pos hA' hB').ne'
  have key : fragError frag Q (equalShift q (∑ l, Q l)) 0 =
      ((atomCount frag 1 : ℝ) * fragError frag Q q 0
        - (atomCount frag 0 : ℝ) * fragError frag Q q 1)
        / ((atomCount frag 0 : ℝ) + (atomCount frag 1 : ℝ)) := by
    rw [fragError_equalShift, ← sum_atomCount frag, eq_div_iff hne]
    simp only [Fin.sum_univ_two]
    have e := div_mul_cancel₀ (atomCount frag 0 : ℝ) hne
    linear_combination (-(fragError frag Q q 0 + fragError frag Q q 1)) * e
  refine ⟨key, ?_⟩
  -- the numerator vanishes exactly when the two ratios agree
  rw [key, div_eq_zero_iff, or_iff_left hne, div_eq_div_iff hA'.ne' hB'.ne']
  constructor
  · intro h
    linear_combination h
  · intro h
    linear_combination h
```

## (f) Every fragment exact

If all fragments are non-empty, show that
$$\tilde d_k=0\ \text{for all }k\iff \frac{d_k}{N_k}=\frac{d_l}{N_l}\ \text{for all }k,l.$$

**Solution.** If all $\tilde d_k$ vanish, (d) gives $d_k/N_k=(\sum_l d_l)/N$, the same for every $k$. Conversely, if every ratio equals $c$, then $\sum_l d_l=c\sum_l N_l=cN$, so $\tilde d_k=cN_k-N_kc=0$. These two steps are `key` and `hD`.

```lean
/-- For any number of fragments, all non-empty, the equal shift makes every fragment charge
exact if and only if all fragments have the same raw error per atom. -/
theorem all_fragments_exact_iff [Fintype κ] (frag : ι → κ) (Q : κ → ℝ) (q : ι → ℝ)
    (hN : ∀ k, 0 < atomCount frag k) :
    (∀ k, fragError frag Q (equalShift q (∑ l, Q l)) k = 0) ↔
      ∀ k l, fragError frag Q q k / (atomCount frag k : ℝ)
        = fragError frag Q q l / (atomCount frag l : ℝ) := by
  have hN' : ∀ k, (atomCount frag k : ℝ) ≠ 0 := fun k => Nat.cast_ne_zero.mpr (hN k).ne'
  constructor
  · intro h
    -- each error per atom equals the error per atom of the whole system
    have key : ∀ k, fragError frag Q q k / (atomCount frag k : ℝ)
        = (∑ l, fragError frag Q q l) / (Fintype.card ι : ℝ) := by
      intro k
      have hk := h k
      rw [fragError_equalShift] at hk
      rw [div_eq_iff (hN' k)]
      linear_combination hk
    intro k l
    rw [key k, key l]
  · intro h k
    have hc : (Fintype.card ι : ℝ) ≠ 0 :=
      Nat.cast_ne_zero.mpr (lt_of_lt_of_le (hN k) (Finset.card_le_univ _)).ne'
    have hk := hN' k
    have hD : ∑ l, fragError frag Q q l
        = (Fintype.card ι : ℝ) * (fragError frag Q q k / (atomCount frag k : ℝ)) := by
      rw [← sum_atomCount frag, Finset.sum_mul]
      apply Finset.sum_congr rfl
      intro l _
      have hl := hN' l
      rw [h k l]
      field_simp
    have e : (atomCount frag k : ℝ) / (Fintype.card ι : ℝ)
        * ((Fintype.card ι : ℝ) * (fragError frag Q q k / (atomCount frag k : ℝ)))
        = fragError frag Q q k := by
      field_simp
    rw [fragError_equalShift, hD, e, sub_self]
```

## (g) Spoiling a correct fragment

Let fragment $k$ be non-empty, with $d_k=0$ and $\sum_l d_l\ne0$. Show that
$$\tilde d_k\ne0.$$

**Solution.** By (d), $\tilde d_k=-(N_k/N)\sum_l d_l$, and both factors are nonzero. Lean applies `mul_ne_zero` to the same product.

```lean
/-- A non-empty fragment whose raw charge is exact acquires a charge error under the equal
shift whenever the total raw error of the system is nonzero. -/
theorem exact_fragment_spoiled [Fintype κ] (frag : ι → κ) (Q : κ → ℝ) (q : ι → ℝ) (k : κ)
    (hk : 0 < atomCount frag k) (hexact : fragError frag Q q k = 0)
    (htot : ∑ l, fragError frag Q q l ≠ 0) :
    fragError frag Q (equalShift q (∑ l, Q l)) k ≠ 0 := by
  have hc : (Fintype.card ι : ℝ) ≠ 0 :=
    Nat.cast_ne_zero.mpr (lt_of_lt_of_le hk (Finset.card_le_univ _)).ne'
  have hk' : (atomCount frag k : ℝ) ≠ 0 := Nat.cast_ne_zero.mpr hk.ne'
  rw [fragError_equalShift, hexact, zero_sub]
  exact neg_ne_zero.mpr (mul_ne_zero (div_ne_zero hk' hc) htot)

end

end FragmentChargeShift
```

## Summing over fibres with `Finset.sum_fiberwise`

The atoms with a given label form a fibre of `frag`. Mathlib's `Finset.sum_fiberwise` says that summing a function over each fibre, then over all labels, gives its sum over all atoms:
$$\sum_k\ \sum_{i:\,\mathrm{frag}(i)=k}f_i=\sum_i f_i.$$
Taking $f_i=1$ gives (c), and $f_i=q_i$ turns the sum of the fragment charges in (d) into $\sum_i q_i$. No separate hypothesis that the fragments are disjoint and exhaustive is needed, since `frag` is a function.

```lean
#print axioms FragmentChargeShift.equalShift_pythagoras
#print axioms FragmentChargeShift.two_fragment_error
#print axioms FragmentChargeShift.all_fragments_exact_iff
#print axioms FragmentChargeShift.exact_fragment_spoiled
```

```
'FragmentChargeShift.equalShift_pythagoras' depends on axioms: [propext, Classical.choice, Quot.sound]
'FragmentChargeShift.two_fragment_error' depends on axioms: [propext, Classical.choice, Quot.sound]
'FragmentChargeShift.all_fragments_exact_iff' depends on axioms: [propext, Classical.choice, Quot.sound]
'FragmentChargeShift.exact_fragment_spoiled' depends on axioms: [propext, Classical.choice, Quot.sound]
```
